# For even N, symmetric Ising pair couplings give a constant energy at zero total spin exactly when J_ij = a_i + a_j for i ≠ j

Suppose pair couplings for a binary alloy are fitted to density-functional energies of one finite cell, all at 50:50 composition. Two such fits can have different couplings and still give energies that differ only by one constant, the same for every configuration. The energy is linear in the couplings, so the question is which couplings have a constant energy at fixed composition. The answer below holds for a finite cell and a pure pair energy; that pair terms and a constant describe the real alloy is a separate assumption. Every pair may have its own coupling here; a fit that ties couplings together by lattice symmetry, or sets those of distant pairs to zero, can have less freedom.

Let $s_i=\pm1$ mark the species on site $i$, let $M=\sum_i s_i$, and let
$$E(s)=\sum_{i<j}J_{ij}s_is_j .$$
For an even number $N$ of sites and symmetric $J$, $E$ is constant on all configurations with $M=0$ iff there are real site fields $a_i$ with $J_{ij}=a_i+a_j$ for $i\neq j$. "Gauge" means this freedom in $J$ and has nothing to do with electromagnetism. The remarks on what fails without a hypothesis are arguments in prose, not Lean theorems.

## Two species at fixed composition

In Lean, sites are elements of `Fin N`, numbered from 0, and `J` is a real function of two sites whose diagonal never enters the energy. `IsConfig M s` says that all spins are $\pm1$ and sum to $M$. `IsFlat J M` says that one number $C$ is the energy of every such configuration.

```lean
import Mathlib

open Finset

namespace CanonicalGauge

variable {N : ℕ} {J : Fin N → Fin N → ℝ}

/-- The pair energy: the sum of `J i j * s i * s j` over all pairs `i < j`. -/
def pairEnergy (J : Fin N → Fin N → ℝ) (s : Fin N → ℝ) : ℝ :=
  ∑ i, ∑ j, if i < j then J i j * s i * s j else 0

/-- An Ising configuration (every spin is `1` or `-1`) with total spin `M`. -/
def IsConfig (M : ℝ) (s : Fin N → ℝ) : Prop :=
  (∀ i, s i = 1 ∨ s i = -1) ∧ ∑ i, s i = M

/-- The pair energy takes one and the same value on all Ising configurations of total spin `M`. -/
def IsFlat (J : Fin N → Fin N → ℝ) (M : ℝ) : Prop :=
  ∃ C, ∀ s, IsConfig M s → pairEnergy J s = C
```

At fixed composition, any two configurations are linked by a sequence of exchanges of unlike atoms. If $s_i=1$ and $s_j=-1$, swapping them adds a vector $u$ with $u_i=-2$, $u_j=2$ and zeros elsewhere. This is `exchange i j`: the change of the spins, not the new configuration. It changes $\sum_m f_ms_m$ by $2(f_j-f_i)$, and taking $f=1$ shows that $M$ is preserved. `config_exchange` checks the new spins site by site.

```lean
/-- The change of the spins when an up spin at `i` and a down spin at `j` trade places. -/
def exchange (i j : Fin N) : Fin N → ℝ :=
  fun m => (if m = i then -2 else 0) + (if m = j then 2 else 0)

/-- An exchange changes a linear field energy by twice the difference of the two site fields. -/
theorem sum_exchange (f : Fin N → ℝ) (i j : Fin N) :
    ∑ m, f m * exchange i j m = 2 * (f j - f i) := by
  simp only [exchange, mul_add, sum_add_distrib, mul_ite, mul_zero, sum_ite_eq', mem_univ,
    if_true]
  ring

/-- Exchanging an up spin with a down spin gives an Ising configuration of the same total spin. -/
theorem config_exchange {M : ℝ} {s : Fin N → ℝ} {i j : Fin N} (h : IsConfig M s)
    (hi : s i = 1) (hj : s j = -1) : IsConfig M (s + exchange i j) := by
  have hij : i ≠ j := by
    rintro rfl
    linarith
  refine ⟨fun m => ?_, ?_⟩
  · by_cases a : m = i
    · right
      norm_num [exchange, a, hij, hi]
    · by_cases b : m = j
      · left
        norm_num [exchange, b, hij.symm, hj]
      · simpa [exchange, a, b] using h.1 m
  · have h0 : ∑ m, exchange i j m = 0 := by simpa using sum_exchange (fun _ => 1) i j
    simp only [Pi.add_apply]
    rw [sum_add_distrib, h.2, h0, add_zero]
```

If all compositions were allowed together, only vanishing off-diagonal couplings would give a constant energy. If a spin could also be 0, as for a vacancy, $J_{ij}=a_i+a_j$ would give $-\sum_i a_is_i^2$ at $M=0$, which can vary.

## At least two atoms of each species

With $n$ up spins, $M=2n-N$. The condition $2\le n\le N-2$ leaves room for two exchanges on separate pairs of sites: up at $i,k$ and down at $j,l$. The proof chooses a set `U` of $n$ up sites that contains $i,k$ and avoids $j,l$. The lemma also allows $i=k$ or $j=l$, which serves later for a single exchange.

```lean
/-- With `n` up spins, `2 ≤ n ≤ N - 2`, there is a configuration with spin up at `i` and `k` and
spin down at `j` and `l`, provided neither of `i`, `k` coincides with `j` or `l`. -/
theorem exists_config {n : ℕ} (hn : 2 ≤ n) (hN : n + 2 ≤ N) {i j k l : Fin N}
    (hij : i ≠ j) (hil : i ≠ l) (hkj : k ≠ j) (hkl : k ≠ l) :
    ∃ s, IsConfig (2 * (n : ℝ) - N) s ∧ s i = 1 ∧ s j = -1 ∧ s k = 1 ∧ s l = -1 := by
  have hsub : ({i, k} : Finset (Fin N)) ⊆ ({j, l} : Finset (Fin N))ᶜ := by
    intro m hm
    simp only [mem_insert, mem_singleton] at hm
    rcases hm with rfl | rfl <;> simp [*]
  have c1 : ({i, k} : Finset (Fin N)).card ≤ 2 := card_le_two
  have c2 : ({j, l} : Finset (Fin N)).card ≤ 2 := card_le_two
  -- choose the set of up sites
  obtain ⟨U, h1, h2, h3⟩ := exists_subsuperset_card_eq hsub (c1.trans hn)
    (by rw [card_compl, Fintype.card_fin]; omega)
  have hi : i ∈ U := h1 (by simp)
  have hk : k ∈ U := h1 (by simp)
  have hj : j ∉ U := fun h => by simpa using h2 h
  have hl : l ∉ U := fun h => by simpa using h2 h
  refine ⟨fun m => if m ∈ U then 1 else -1, ⟨fun m => ?_, ?_⟩, by simp [hi], by simp [hj],
    by simp [hk], by simp [hl]⟩
  · by_cases h : m ∈ U <;> simp [h]
  · have e : ∀ m, (if m ∈ U then (1 : ℝ) else -1) = 2 * (if m ∈ U then 1 else 0) - 1 := by
      intro m
      by_cases h : m ∈ U <;> norm_num [h]
    rw [sum_congr rfl (fun m _ => e m), sum_sub_distrib, ← mul_sum]
    simp [h3]
```

With a single up spin at $i$, the energy is $\sum_{j<k}J_{jk}-2\sum_{j\ne i}J_{ij}$, so equal row sums suffice for constancy. A ring of four sites with only nearest-neighbour couplings, all equal and nonzero, has equal row sums but violates the four-site relation derived next.

## Symmetric couplings

Symmetry says that a pair has one interaction, whichever site is named first. It gives
$$2E(s)=\sum_{i,j}J_{ij}s_is_j-\sum_iJ_{ii}s_i^2 .$$
In Lean, one copy of the energy is rewritten as a sum over $j<i$, and the cases $i<j$, $i=j$, $i>j$ are compared.

```lean
/-- For symmetric couplings, twice the pair energy is the full double sum minus its diagonal. -/
theorem two_mul_pairEnergy (hJ : ∀ i j, J i j = J j i) (s : Fin N → ℝ) :
    2 * pairEnergy J s = ∑ i, ∑ j, J i j * s i * s j - ∑ i, J i i * s i ^ 2 := by
  have h : pairEnergy J s = ∑ i, ∑ j, if j < i then J i j * s i * s j else 0 := by
    unfold pairEnergy
    rw [sum_comm]
    refine sum_congr rfl fun i _ => sum_congr rfl fun j _ => ?_
    rw [hJ j i, mul_right_comm]
  have d : ∑ i, J i i * s i ^ 2 = ∑ i, ∑ j, if i = j then J i j * s i * s j else 0 := by
    refine sum_congr rfl fun i _ => ?_
    rw [sum_ite_eq, if_pos (mem_univ i)]
    ring
  rw [d, two_mul]
  nth_rewrite 2 [h]
  unfold pairEnergy
  rw [← sum_add_distrib, ← sum_sub_distrib]
  refine sum_congr rfl fun i _ => ?_
  rw [← sum_add_distrib, ← sum_sub_distrib]
  refine sum_congr rfl fun j _ => ?_
  rcases lt_trichotomy i j with g | g | g
  · simp [g, lt_asymm g, g.ne]
  · simp [g]
  · simp [g, lt_asymm g, g.ne']
```

Let $v$ be the exchange of $k$ and $l$, on sites disjoint from those of $u$. Expanding the four energies, everything cancels except the cross terms; the diagonal contributes only multiples of $u_iv_i=0$. Hence
$$E(s)-E(s+u)-E(s+v)+E(s+u+v)=\sum_{a,b}J_{ab}u_av_b$$
$$=4(J_{ik}+J_{jl}-J_{il}-J_{jk}).$$
`second_difference` proves the first equality, with `ring` doing the expansion under the sums. If $E$ is constant, the left side is zero, and `four_point` concludes
$$J_{ik}+J_{jl}=J_{il}+J_{jk}.$$

```lean
/-- For symmetric couplings, the mixed second difference of the energy under two spin changes
`u`, `v` on disjoint sites is their mutual interaction. -/
theorem second_difference (hJ : ∀ i j, J i j = J j i) (w u v : Fin N → ℝ)
    (huv : ∀ m, u m * v m = 0) :
    pairEnergy J w - pairEnergy J (w + u) - pairEnergy J (w + v) + pairEnergy J (w + u + v)
      = ∑ i, ∑ j, J i j * u i * v j := by
  have h1 := two_mul_pairEnergy hJ w
  have h2 := two_mul_pairEnergy hJ (w + u)
  have h3 := two_mul_pairEnergy hJ (w + v)
  have h4 := two_mul_pairEnergy hJ (w + u + v)
  simp only [Pi.add_apply] at h2 h3 h4
  have sw : ∑ i, ∑ j, J i j * v i * u j = ∑ i, ∑ j, J i j * u i * v j := by
    rw [sum_comm]
    refine sum_congr rfl fun i _ => sum_congr rfl fun j _ => ?_
    rw [hJ j i, mul_right_comm]
  have key : ∑ i, ∑ j, J i j * w i * w j - ∑ i, ∑ j, J i j * (w i + u i) * (w j + u j)
      - ∑ i, ∑ j, J i j * (w i + v i) * (w j + v j)
      + ∑ i, ∑ j, J i j * (w i + u i + v i) * (w j + u j + v j)
      = ∑ i, ∑ j, J i j * u i * v j + ∑ i, ∑ j, J i j * v i * u j := by
    simp only [← sum_add_distrib, ← sum_sub_distrib]
    refine sum_congr rfl fun i _ => sum_congr rfl fun j _ => ?_
    ring
  have diag : ∑ i, J i i * w i ^ 2 - ∑ i, J i i * (w i + u i) ^ 2
      - ∑ i, J i i * (w i + v i) ^ 2 + ∑ i, J i i * (w i + u i + v i) ^ 2 = 0 := by
    simp only [← sum_add_distrib, ← sum_sub_distrib]
    exact sum_eq_zero fun i _ => by linear_combination 2 * J i i * huv i
  linear_combination (h1 - h2 - h3 + h4 + key - diag + sw) / 2

/-- If the energy of symmetric couplings is constant at `n` up spins, `2 ≤ n ≤ N - 2`, then
`J i k + J j l = J i l + J j k` for any four distinct sites. -/
theorem four_point (hJ : ∀ i j, J i j = J j i) {n : ℕ} (hn : 2 ≤ n) (hN : n + 2 ≤ N)
    (hflat : IsFlat J (2 * (n : ℝ) - N)) (i j k l : Fin N) (hij : i ≠ j) (hik : i ≠ k)
    (hil : i ≠ l) (hjk : j ≠ k) (hjl : j ≠ l) (hkl : k ≠ l) :
    J i k + J j l = J i l + J j k := by
  obtain ⟨C, hC⟩ := hflat
  obtain ⟨s, hs, si, sj, sk, sl⟩ := exists_config hn hN hij hil hjk.symm hkl
  have hu := config_exchange hs si sj
  have hv := config_exchange hs sk sl
  have huv := config_exchange (i := k) (j := l) hu
    (by simp [exchange, hik.symm, hjk.symm, sk]) (by simp [exchange, hil.symm, hjl.symm, sl])
  have disj : ∀ m, exchange i j m * exchange k l m = 0 := by
    intro m
    by_cases a : m = i
    · simp [exchange, a, hik, hil]
    · by_cases b : m = j
      · simp [exchange, b, hjk, hjl]
      · simp [exchange, a, b]
  have h := second_difference hJ s _ _ disj
  rw [hC _ hs, hC _ hu, hC _ hv, hC _ huv] at h
  -- evaluate the mutual interaction of the two exchanges
  have h1 : ∀ a, ∑ b, J a b * exchange i j a * exchange k l b
      = 2 * (J a l - J a k) * exchange i j a := fun a => by
    rw [sum_exchange (fun b => J a b * exchange i j a)]
    ring
  rw [sum_congr rfl (fun a _ => h1 a), sum_exchange (fun a => 2 * (J a l - J a k))] at h
  linear_combination -h / 4
```

To construct the fields, fix a site $p$. For distinct $i,j\ne p$, consider $J_{ip}+J_{jp}-J_{ij}$. Replacing $j$ by $k$ leaves it unchanged, because $J_{ik}+J_{jp}=J_{ij}+J_{kp}$ is a four-site relation. By symmetry $i$ can be replaced too, so the expression is a constant $c$. Set
$$a_p=\frac c2,\qquad a_i=J_{ip}-\frac c2\quad(i\ne p).$$
Then $a_i+a_p=J_{ip}$ and $a_i+a_j=J_{ip}+J_{jp}-c=J_{ij}$. In Lean, `step` replaces one site, `hc` gives the constant, and the final cases ask whether $i$ or $j$ is $p$.

```lean
/-- On at least three sites, symmetric couplings obeying the four-site relations are sums of
site fields, `J i j = a i + a j` for distinct `i`, `j`. -/
theorem exists_gauge (hJ : ∀ i j, J i j = J j i) (hN : 3 ≤ N)
    (h4 : ∀ i j k l, i ≠ j → i ≠ k → i ≠ l → j ≠ k → j ≠ l → k ≠ l →
      J i k + J j l = J i l + J j k) :
    ∃ a : Fin N → ℝ, ∀ i j, i ≠ j → J i j = a i + a j := by
  obtain ⟨p, q, r, hqp, hrp, hqr⟩ : ∃ p q r : Fin N, q ≠ p ∧ r ≠ p ∧ q ≠ r :=
    ⟨⟨0, by omega⟩, ⟨1, by omega⟩, ⟨2, by omega⟩, by simp [Fin.ext_iff],
      by simp [Fin.ext_iff], by simp [Fin.ext_iff]⟩
  have step : ∀ i j k, i ≠ p → j ≠ p → k ≠ p → i ≠ j → i ≠ k →
      J i p + J j p - J i j = J i p + J k p - J i k := by
    intro i j k hi hj hk hij hik
    by_cases hjk : j = k
    · rw [hjk]
    · linear_combination h4 i p k j hi hik hij hk.symm hj.symm (Ne.symm hjk) + hJ j p - hJ k p
  -- this combination, twice the field at p, does not depend on the two other sites
  obtain ⟨c, hc⟩ : ∃ c, ∀ i j, i ≠ p → j ≠ p → i ≠ j → J i p + J j p - J i j = c := by
    refine ⟨J q p + J r p - J q r, fun i j hi hj hij => ?_⟩
    by_cases hiq : i = q
    · rw [hiq] at hij ⊢
      exact step q j r hqp hj hrp hij hqr
    · linear_combination step i j q hi hj hqp hij hiq
        + step q i r hqp hi hrp (Ne.symm hiq) hqr - hJ i q
  refine ⟨fun i => if i = p then c / 2 else J i p - c / 2, fun i j hij => ?_⟩
  by_cases hi : i = p
  · have hj : j ≠ p := fun h => hij (hi.trans h.symm)
    simp only [if_pos hi, if_neg hj]
    rw [hi]
    linear_combination hJ p j
  · by_cases hj : j = p
    · simp only [if_neg hi, if_pos hj]
      rw [hj]
      ring
    · simp only [if_neg hi, if_neg hj]
      linear_combination -hc i j hi hj hij
```

Without symmetry, set $J_{ij}=0$ for $i<j$ and $J_{10}=1$. The energy vanishes identically, yet $J_{01}\ne J_{10}$ rules out site fields.

## Zero total spin and an even number of sites

For $J_{ij}=a_i+a_j$, the double sum is $2M\sum_ia_is_i$ and the diagonal is $2\sum_ia_i$, since $s_i^2=1$. Therefore
$$E(s)=M\sum_ia_is_i-\sum_ia_i .$$

```lean
/-- For couplings `J i j = a i + a j` between distinct sites, the energy of an Ising configuration
is the total spin times the field energy `∑ a i * s i`, minus the sum of the fields. -/
theorem gauge_energy {a s : Fin N → ℝ} (hs : ∀ i, s i = 1 ∨ s i = -1)
    (ha : ∀ i j, i ≠ j → J i j = a i + a j) :
    pairEnergy J s = (∑ i, s i) * (∑ i, a i * s i) - ∑ i, a i := by
  have e : pairEnergy J s = pairEnergy (fun i j => a i + a j) s := by
    unfold pairEnergy
    refine sum_congr rfl fun i _ => sum_congr rfl fun j _ => ?_
    by_cases h : i < j
    · simp [h, ha i j h.ne]
    · simp [h]
  have t := two_mul_pairEnergy (J := fun i j => a i + a j) (fun i j => add_comm _ _) s
  have d1 : ∑ i, ∑ j, (a i + a j) * s i * s j = 2 * ((∑ i, s i) * (∑ i, a i * s i)) := by
    calc ∑ i, ∑ j, (a i + a j) * s i * s j
        = ∑ i, ∑ j, (a i * s i) * s j + ∑ i, ∑ j, s i * (a j * s j) := by
          simp only [← sum_add_distrib]
          refine sum_congr rfl fun i _ => sum_congr rfl fun j _ => ?_
          ring
      _ = _ := by
          rw [← sum_mul_sum, ← sum_mul_sum]
          ring
  have d2 : ∑ i, (a i + a i) * s i ^ 2 = 2 * ∑ i, a i := by
    rw [mul_sum]
    refine sum_congr rfl fun i _ => ?_
    rcases hs i with h | h <;> rw [h] <;> ring
  linear_combination e + (t + d1 - d2) / 2
```

At $M=0$ this is the constant $-\sum_ia_i$, which proves one direction of `flat_iff_gauge`. For the other, even $N\ge4$ gives $n=N/2\ge2$, so `four_point` gives the four-site relations and `exists_gauge` turns them into site fields.

The smaller sizes are treated directly. For $N=0$ there is nothing to show, and for $N=2$ both fields can be chosen as $J_{01}/2$. At $N=4$ the first real constraint appears: constancy means
$$J_{01}+J_{23}=J_{02}+J_{13}=J_{03}+J_{12},$$
two equations on six couplings, which leave four free parameters, the four fields.

```lean
/-- Canonical gauge freedom: for an even number of sites and symmetric couplings, the pair energy
is constant at total spin zero iff `J i j = a i + a j` for all distinct `i`, `j`. -/
theorem flat_iff_gauge (hJ : ∀ i j, J i j = J j i) (hN : Even N) :
    IsFlat J 0 ↔ ∃ a : Fin N → ℝ, ∀ i j, i ≠ j → J i j = a i + a j := by
  constructor
  · intro h
    obtain ⟨n, hn⟩ := hN
    by_cases h4 : 4 ≤ N
    · have h0 : 2 * (n : ℝ) - N = 0 := by
        have : (N : ℝ) = n + n := by exact_mod_cast hn
        linarith
      exact exists_gauge hJ (by omega)
        (four_point hJ (n := n) (by omega) (by omega) (by rw [h0]; exact h))
    · -- no sites or a single pair: the fields can be written down
      have h02 : N = 0 ∨ N = 2 := by omega
      rcases h02 with rfl | rfl
      · exact ⟨fun _ => 0, fun i => i.elim0⟩
      · refine ⟨fun _ => J 0 1 / 2, fun i j hij => ?_⟩
        have key : ∀ i j : Fin 2, i ≠ j → (i = 0 ∧ j = 1) ∨ (i = 1 ∧ j = 0) := by decide
        rcases key i j hij with ⟨rfl, rfl⟩ | ⟨rfl, rfl⟩
        · show J 0 1 = J 0 1 / 2 + J 0 1 / 2
          ring
        · show J 1 0 = J 0 1 / 2 + J 0 1 / 2
          linear_combination hJ 1 0
  · rintro ⟨a, ha⟩
    exact ⟨-∑ i, a i, fun s hs => by rw [gauge_energy hs.1 ha, hs.2]; ring⟩
```

Evenness ensures that configurations with $M=0$ exist. For odd $N$ there are none, so every $J$ is flat in the sense of `IsFlat`, and from $N=5$ on some symmetric $J$ are not of the form $a_i+a_j$.

## Unequal composition

The hypothesis `2 * n ≠ N` says that $M\ne0$, an alloy away from 50:50. With $2\le n\le N-2$, a constant energy still gives site fields. One exchange now changes the energy by $2M(a_j-a_i)$, which must vanish, so all fields agree and all off-diagonal couplings equal one number $c$. Conversely, such couplings give $E=c(M^2-N)/2$. In Lean, `e4` is the vanishing product, and `mul_eq_zero` splits it.

```lean
/-- Away from total spin zero, with `n` up spins and `2 ≤ n ≤ N - 2`, the energy of symmetric
couplings is constant iff all couplings between distinct sites are equal. -/
theorem flat_iff_uniform (hJ : ∀ i j, J i j = J j i) {n : ℕ} (hn : 2 ≤ n) (hN : n + 2 ≤ N)
    (hne : 2 * n ≠ N) :
    IsFlat J (2 * (n : ℝ) - N) ↔ ∃ c, ∀ i j, i ≠ j → J i j = c := by
  constructor
  · intro h
    obtain ⟨a, ha⟩ := exists_gauge hJ (by omega) (four_point hJ hn hN h)
    obtain ⟨C, hC⟩ := h
    have hM : 2 * (n : ℝ) - N ≠ 0 := by
      intro h0
      apply hne
      have : 2 * (n : ℝ) = N := by linarith
      exact_mod_cast this
    -- one exchange shows that any two site fields agree
    have heq : ∀ i j, a i = a j := by
      intro i j
      by_cases hij : i = j
      · rw [hij]
      obtain ⟨s, hs, si, sj, -, -⟩ := exists_config hn hN hij hij hij hij
      have hs' := config_exchange hs si sj
      have e1 := hC _ hs
      have e2 := hC _ hs'
      rw [gauge_energy hs.1 ha, hs.2] at e1
      rw [gauge_energy hs'.1 ha, hs'.2] at e2
      have e3 : ∑ m, a m * (s + exchange i j) m = ∑ m, a m * s m + 2 * (a j - a i) := by
        rw [← sum_exchange a i j, ← sum_add_distrib]
        refine sum_congr rfl fun m _ => ?_
        simp only [Pi.add_apply]
        ring
      rw [e3] at e2
      have e4 : (2 * (n : ℝ) - N) * (a j - a i) = 0 := by linear_combination (e2 - e1) / 2
      rcases mul_eq_zero.mp e4 with h0 | h0
      · exact absurd h0 hM
      · linarith
    refine ⟨2 * a ⟨0, by omega⟩, fun i j hij => ?_⟩
    rw [ha i j hij, heq i ⟨0, by omega⟩, heq j ⟨0, by omega⟩]
    ring
  · rintro ⟨c, hc⟩
    refine ⟨(2 * (n : ℝ) - N) * (c / 2 * (2 * (n : ℝ) - N)) - ∑ _i : Fin N, c / 2,
      fun s hs => ?_⟩
    rw [gauge_energy (a := fun _ => c / 2) hs.1 (fun i j h => by rw [hc i j h]; ring),
      ← mul_sum, hs.2]

end CanonicalGauge
```

At $M=0$ that product vanishes whatever the fields are, and unequal fields remain possible.

```lean
#print axioms CanonicalGauge.flat_iff_gauge
#print axioms CanonicalGauge.flat_iff_uniform
```

```
'CanonicalGauge.flat_iff_gauge' depends on axioms: [propext, Classical.choice, Quot.sound]
'CanonicalGauge.flat_iff_uniform' depends on axioms: [propext, Classical.choice, Quot.sound]
```
